# One-phonon intensity is unchanged when eigenvector phases and scattering phases are changed together

A phonon eigenvector can be written with or without the phases of the atomic positions inside the unit cell, and a scattering intensity computed from it should be the same either way. To state this, one must choose which quantities change with the convention. Here the dynamical matrix, the eigenvector and the scattering phases change together, while the remaining weights in the amplitude stay fixed. Those weights stand for scattering lengths, polarisation factors, Debye–Waller factors and inverse root masses, none of which carries a convention-dependent phase.

The displacement coordinates of one cell are labelled by a finite type `n`. In a crystal, one label j stands for an atom together with a Cartesian direction.

```lean
import Mathlib

open Matrix

namespace PhononPhaseConvention

noncomputable section

variable {n : Type*} [Fintype n] [DecidableEq n]
```

## Phases, modes and intensity

Give each coordinate a real phase t_j and collect the phase factors in a diagonal matrix:

U = diag(exp(i t_j)).

```lean
/-- The diagonal matrix of phase factors `exp(i t_j)`, one for each coordinate. -/
def phaseMatrix (t : n → ℝ) : Matrix n n ℂ :=
  diagonal fun j => Complex.exp ((t j : ℂ) * Complex.I)
```

If patterns e are replaced by Ue, the dynamical matrix D must be replaced by

D′ = U D U*, with entries D′_jk = exp(i t_j) D_jk exp(−i t_k).

The star is the conjugate transpose, written `ᴴ` in Lean.

```lean
/-- The dynamical matrix `U D U*` after the phases `t_j` are moved into the eigenvectors. -/
def changeConvention (t : n → ℝ) (D : Matrix n n ℂ) : Matrix n n ℂ :=
  phaseMatrix t * D * (phaseMatrix t)ᴴ
```

A mode is a nonzero complex vector e with

D e = μ e.

For a mass-weighted dynamical matrix, μ is the squared frequency ω², not the frequency, and e_j is a displacement multiplied by the square root of the atom's mass. The definition lets μ be any complex number and does not require e to be normalised.

```lean
/-- A mode of `D`: a nonzero displacement pattern `e` with `D e = μ e`. -/
def IsMode (D : Matrix n n ℂ) (μ : ℂ) (e : n → ℂ) : Prop :=
  e ≠ 0 ∧ D *ᵥ e = μ • e
```

With complex weights c_j and real scattering phases p_j, the one-phonon amplitude is

A = ∑_j c_j exp(i p_j) e_j.

```lean
/-- The one-phonon scattering amplitude `∑ c_j exp(i p_j) e_j`. -/
def amplitude (c : n → ℂ) (p : n → ℝ) (e : n → ℂ) : ℂ :=
  ∑ j, c j * Complex.exp ((p j : ℂ) * Complex.I) * e j
```

The intensity is |A|². Thermal occupation, the factor 1/ω and the conservation laws for energy and crystal momentum are left out.

```lean
/-- The one-phonon intensity, the squared modulus of the scattering amplitude. -/
def intensity (c : n → ℂ) (p : n → ℝ) (e : n → ℂ) : ℝ :=
  ‖amplitude c p e‖ ^ 2
```

## Two dynamical matrices for one crystal

Let Φ(R)_jk be the real, mass-weighted force constant between coordinate j in the home cell and coordinate k in the cell displaced by R. If the Bloch phase at wavevector q is taken from the cell positions,

D_cell(q)_jk = ∑_R Φ(R)_jk exp(i q·R).

The sum runs over a finite set `S`, so the force constants have finite range. Neither a lattice structure for `S` nor the symmetry of Φ that makes D_cell Hermitian is assumed.

```lean
/-- The dynamical matrix at wavevector `q` with Bloch phases `exp(i q·R)` taken from the
cell positions `R`; `Φ R` holds the mass-weighted force constants between cells `R` apart. -/
def cellDynamical (S : Finset (Fin 3 → ℝ)) (Φ : (Fin 3 → ℝ) → Matrix n n ℝ)
    (q : Fin 3 → ℝ) : Matrix n n ℂ :=
  Matrix.of fun j k => ∑ R ∈ S, (Φ R j k : ℂ) *
    Complex.exp (((q ⬝ᵥ R : ℝ) : ℂ) * Complex.I)
```

If the phase is taken from the full separation of the atoms, with τ_j the position within the cell,

D_atom(q)_jk = ∑_R Φ(R)_jk exp(i q·(R + τ_k − τ_j)).

The three Cartesian coordinates of one atom share the same τ_j in a real crystal, although the definition allows any assignment.

```lean
/-- The dynamical matrix at wavevector `q` with Bloch phases taken from the full separation
`R + τ_k - τ_j` of the atoms, where `τ_j` is the position within the cell. -/
def atomDynamical (S : Finset (Fin 3 → ℝ)) (Φ : (Fin 3 → ℝ) → Matrix n n ℝ)
    (τ : n → Fin 3 → ℝ) (q : Fin 3 → ℝ) : Matrix n n ℂ :=
  Matrix.of fun j k => ∑ R ∈ S, (Φ R j k : ℂ) *
    Complex.exp (((q ⬝ᵥ (R + τ k - τ j) : ℝ) : ℂ) * Complex.I)
```

## The phase matrix preserves the structure of the problem

For real x, conjugation reverses the phase:

exp(i x)* = exp(−i x).

```lean
/-- Complex conjugation reverses the sign of a phase. -/
theorem star_phase (x : ℝ) : star (Complex.exp ((x : ℂ) * Complex.I)) =
    Complex.exp (((-x : ℝ) : ℂ) * Complex.I) := by
  rw [Complex.star_def, ← Complex.exp_conj]
  simp
```

Each diagonal entry of U*U is therefore exp(−i t_j) exp(i t_j) = 1, and the other entries vanish:

U*U = 1.

The proof establishes the scalar identity first and then applies it to every diagonal entry.

```lean
/-- The matrix of phase factors is unitary. -/
theorem phase_unitary (t : n → ℝ) : (phaseMatrix t)ᴴ * phaseMatrix t = 1 := by
  have h : ∀ x : ℝ, star (Complex.exp ((x : ℂ) * Complex.I)) *
      Complex.exp ((x : ℂ) * Complex.I) = 1 := by
    intro x
    rw [star_phase, ← Complex.exp_add]
    simp
  rw [phaseMatrix, diagonal_conjTranspose, diagonal_mul_diagonal, ← diagonal_one]
  exact congrArg diagonal (funext fun j => h (t j))
```

If D* = D, then

(U D U*)* = U D* U* = U D U*.

A Hermitian dynamical matrix thus stays Hermitian. This is the only result here that takes Hermiticity as a hypothesis.

```lean
/-- A change of phase convention keeps a Hermitian dynamical matrix Hermitian. -/
theorem hermitian_changeConvention (t : n → ℝ) {D : Matrix n n ℂ} (hD : D.IsHermitian) :
    (changeConvention t D).IsHermitian := by
  unfold changeConvention
  rw [Matrix.IsHermitian, conjTranspose_mul, conjTranspose_mul,
    conjTranspose_conjTranspose, hD.eq, Matrix.mul_assoc]
```

Overlaps are also preserved:

(Ue)*(Uf) = e* U*U f = e*f.

Orthonormal modes therefore remain orthonormal. In Lean, `⬝ᵥ` is a sum of products without conjugation, so the conjugate is supplied by `star`.

```lean
/-- Overlaps between displacement patterns are the same in both conventions. -/
theorem overlap_invariant (t : n → ℝ) (e f : n → ℂ) :
    star (phaseMatrix t *ᵥ e) ⬝ᵥ (phaseMatrix t *ᵥ f) = star e ⬝ᵥ f := by
  rw [Matrix.star_mulVec, Matrix.dotProduct_mulVec, Matrix.vecMul_vecMul,
    phase_unitary, Matrix.vecMul_one]
```

## Modes correspond with equal eigenvalues

The new matrix acts on the new pattern as

(U D U*)(Ue) = U D (U*U) e = U(De).

If De = μe, the right-hand side is μ(Ue). Conversely, if U(De) = μ(Ue) = U(μe), multiplying by U* gives De = μe. The same multiplication shows that Ue = 0 only if e = 0, so the condition that a mode be nonzero carries over in both directions.

```lean
/-- A pattern `e` is a mode of `D` exactly when `U e` is a mode of `U D U*` with the same
eigenvalue. -/
theorem mode_iff (t : n → ℝ) (D : Matrix n n ℂ) (μ : ℂ) (e : n → ℂ) :
    IsMode D μ e ↔ IsMode (changeConvention t D) μ (phaseMatrix t *ᵥ e) := by
  -- the new matrix acts on the new pattern as the old one on the old pattern
  have key : changeConvention t D *ᵥ (phaseMatrix t *ᵥ e) =
      phaseMatrix t *ᵥ (D *ᵥ e) := by
    rw [changeConvention, Matrix.mulVec_mulVec, Matrix.mul_assoc, phase_unitary,
      Matrix.mul_one, ← Matrix.mulVec_mulVec]
  -- a unitary matrix loses no information
  have inj : ∀ x y : n → ℂ, phaseMatrix t *ᵥ x = phaseMatrix t *ᵥ y ↔ x = y := by
    intro x y
    constructor
    · intro h
      have h' := congrArg (fun v => (phaseMatrix t)ᴴ *ᵥ v) h
      simpa only [Matrix.mulVec_mulVec, phase_unitary, Matrix.one_mulVec] using h'
    · intro h
      rw [h]
  have h0 : phaseMatrix t *ᵥ e = 0 ↔ e = 0 := by
    rw [← inj e 0, Matrix.mulVec_zero]
  simp only [IsMode, ne_eq, h0, key, ← Matrix.mulVec_smul, inj]
```

In the proof, `key` is the displayed identity, `inj` is the multiplication by U*, and `h0` handles the nonzero condition. The last line combines them. The equivalence holds for every square D, Hermitian or not.

## The phases cancel term by term

Replace e_j by exp(i t_j) e_j and p_j by p_j − t_j. Then

∑_j c_j exp(i(p_j − t_j)) exp(i t_j) e_j = ∑_j c_j exp(i p_j) e_j.

The proof compares the two sums term by term. Its identity `h` splits exp(i p_j) into the two factors on the left.

```lean
/-- The scattering amplitude is unchanged when the pattern gains the phases `t_j` and the
scattering phases lose them. -/
theorem amplitude_invariant (c : n → ℂ) (p t : n → ℝ) (e : n → ℂ) :
    amplitude c (fun j => p j - t j) (phaseMatrix t *ᵥ e) = amplitude c p e := by
  simp only [amplitude, phaseMatrix, Matrix.mulVec_diagonal]
  refine Finset.sum_congr rfl fun j _ => ?_
  have h : Complex.exp ((p j : ℂ) * Complex.I) =
      Complex.exp (((p j - t j : ℝ) : ℂ) * Complex.I) *
        Complex.exp ((t j : ℂ) * Complex.I) := by
    rw [← Complex.exp_add]
    congr 1
    push_cast
    ring
  rw [h]
  ring
```

The amplitude itself is unchanged, and so is its squared modulus. Joined to the correspondence of modes, this gives the general result: e is a mode of D exactly when Ue is a mode of U D U* with the same μ, and

|∑_j c_j exp(i(p_j − t_j)) (Ue)_j|² = |∑_j c_j exp(i p_j) e_j|².

The equality of intensities holds for any vector e, whether or not it is a mode. It compares e with its own image Ue; two programs that choose different bases of a degenerate eigenspace may still report different intensities for the individual modes.

```lean
/-- Convention independence: modes of `D` and of `U D U*` correspond through `e ↦ U e` with
equal eigenvalues, and corresponding patterns give equal one-phonon intensities when the
scattering phases are changed from `p_j` to `p_j - t_j`. -/
theorem convention_independence (D : Matrix n n ℂ) (c : n → ℂ) (p t : n → ℝ)
    (μ : ℂ) (e : n → ℂ) :
    (IsMode D μ e ↔ IsMode (changeConvention t D) μ (phaseMatrix t *ᵥ e)) ∧
      intensity c (fun j => p j - t j) (phaseMatrix t *ᵥ e) = intensity c p e :=
  ⟨mode_iff t D μ e, by rw [intensity, intensity, amplitude_invariant]⟩
```

## Phases for a crystal

The exponential in D_atom factors as

exp(i q·(R + τ_k − τ_j)) = exp(−i q·τ_j) exp(i q·R) exp(i q·τ_k).

The outer factors do not depend on R and can be taken out of the sum. Comparison with the entries of U D U* gives

D_atom(q) = U D_cell(q) U*, with t_j = −q·τ_j.

The proof works entry by entry, moves the outer factors inside the sum, and uses the factorisation for each R.

```lean
/-- The two dynamical matrices of a crystal differ by the change of convention with phases
`t_j = -q·τ_j`. -/
theorem atomDynamical_eq (S : Finset (Fin 3 → ℝ)) (Φ : (Fin 3 → ℝ) → Matrix n n ℝ)
    (τ : n → Fin 3 → ℝ) (q : Fin 3 → ℝ) :
    atomDynamical S Φ τ q =
      changeConvention (fun j => -(q ⬝ᵥ τ j)) (cellDynamical S Φ q) := by
  ext j k
  simp only [changeConvention, phaseMatrix, diagonal_conjTranspose, mul_diagonal,
    diagonal_mul, Pi.star_apply, star_phase, atomDynamical, cellDynamical,
    Matrix.of_apply, Finset.mul_sum, Finset.sum_mul]
  refine Finset.sum_congr rfl fun R _ => ?_
  -- the phase of the full separation splits into cell and basis parts
  have h : Complex.exp (((q ⬝ᵥ (R + τ k - τ j) : ℝ) : ℂ) * Complex.I) =
      Complex.exp (((-(q ⬝ᵥ τ j) : ℝ) : ℂ) * Complex.I) *
        Complex.exp (((q ⬝ᵥ R : ℝ) : ℂ) * Complex.I) *
        Complex.exp (((-(-(q ⬝ᵥ τ k)) : ℝ) : ℂ) * Complex.I) := by
    rw [← Complex.exp_add, ← Complex.exp_add, dotProduct_sub, dotProduct_add]
    congr 1
    push_cast
    ring
  rw [h]
  ring
```

The scattering phases follow from the displacement pattern. In the cell convention, the displacement of coordinate j in cell R is proportional to e_j exp(i q·R)/√m_j, where m_j is the mass of its atom; the factor 1/√m_j is included in the weight c_j. The wave scattered there carries the phase exp(i Q·(R + τ_j)), where Q is the scattering vector. The part of the amplitude that is linear in the displacements is, up to a constant factor,

∑_R exp(i(Q + q)·R) × ∑_j c_j exp(i Q·τ_j) e_j.

The second factor is the amplitude defined above, with p_j = Q·τ_j. This expansion is the step from the crystal to the model, and it is a physical argument that the Lean hypotheses do not contain. The lattice sum selects Q + q equal to a reciprocal lattice vector; texts that write Q = G + q, with G a reciprocal lattice vector, use the opposite sign in one of the exponentials. The theorem holds for all Q and q, without this condition.

Changing to the atomic convention gives

p_j − t_j = Q·τ_j + q·τ_j = (Q + q)·τ_j.

The proof applies the general result to D_cell, recognises U D_cell U* as D_atom, and simplifies the phases in this way.

```lean
/-- In a crystal, modes of the two dynamical matrices correspond, and the intensity computed
with phases `Q·τ_j` in the cell convention equals the one computed with phases `(Q+q)·τ_j`
in the atomic convention. -/
theorem crystal_intensity (S : Finset (Fin 3 → ℝ)) (Φ : (Fin 3 → ℝ) → Matrix n n ℝ)
    (τ : n → Fin 3 → ℝ) (q Q : Fin 3 → ℝ) (c : n → ℂ) (μ : ℂ) (e : n → ℂ) :
    (IsMode (cellDynamical S Φ q) μ e ↔
      IsMode (atomDynamical S Φ τ q) μ (phaseMatrix (fun j => -(q ⬝ᵥ τ j)) *ᵥ e)) ∧
    intensity c (fun j => (Q + q) ⬝ᵥ τ j) (phaseMatrix (fun j => -(q ⬝ᵥ τ j)) *ᵥ e) =
      intensity c (fun j => Q ⬝ᵥ τ j) e := by
  have h := convention_independence (cellDynamical S Φ q) c (fun j => Q ⬝ᵥ τ j)
    (fun j => -(q ⬝ᵥ τ j)) μ e
  rw [← atomDynamical_eq] at h
  simpa only [add_dotProduct, sub_neg_eq_add] using h
```

For harmonic lattice dynamics with finite-range force constants, this gives the conversion needed when one program supplies the eigenvectors and another computes one-phonon intensities in the other convention.

## Changing only the eigenvector

Take two coupled coordinates with

D = [[2, −1], [−1, 2]], e = (1, 1), μ = 1.

With unit weights and zero scattering phases, the intensity is |1 + 1|² = 4. Now apply the phases t = (0, π) to the pattern alone. It becomes (1, −1), and the intensity is |1 − 1|² = 0. For the normalised mode (1, 1)/√2, the corresponding values are 2 and 0. Changing the scattering phases to (0, −π) as well would restore the original intensity, as the general result requires.

The proof checks that e is nonzero, verifies the eigenvalue equation component by component, and evaluates the two sums.

```lean
/-- Mixing conventions can give wrong intensities: for the in-phase mode of two coupled coordinates,
changing the pattern by phases `0, π` but not the scattering phases turns the intensity 4 into 0. -/
theorem mixed_conventions_fail :
    IsMode !![2, -1; -1, 2] 1 ![1, 1] ∧
    intensity (fun _ : Fin 2 => 1) (fun _ => 0) ![1, 1] = 4 ∧
    intensity (fun _ : Fin 2 => 1) (fun _ => 0)
      (phaseMatrix ![0, Real.pi] *ᵥ ![1, 1]) = 0 := by
  refine ⟨⟨?_, ?_⟩, ?_, ?_⟩
  · intro h
    have h' := congrFun h 0
    simp at h'
  · ext i
    fin_cases i <;> simp [Matrix.mulVec, dotProduct, Fin.sum_univ_succ] <;> norm_num
  · norm_num [intensity, amplitude, Fin.sum_univ_two]
  · simp [intensity, amplitude, phaseMatrix, Matrix.mulVec_diagonal, Fin.sum_univ_two]

end

end PhononPhaseConvention
```

```lean
#print axioms PhononPhaseConvention.overlap_invariant
#print axioms PhononPhaseConvention.convention_independence
#print axioms PhononPhaseConvention.crystal_intensity
#print axioms PhononPhaseConvention.mixed_conventions_fail
```

```
'PhononPhaseConvention.overlap_invariant' depends on axioms: [propext, Classical.choice, Quot.sound]
'PhononPhaseConvention.convention_independence' depends on axioms: [propext, Classical.choice, Quot.sound]
'PhononPhaseConvention.crystal_intensity' depends on axioms: [propext, Classical.choice, Quot.sound]
'PhononPhaseConvention.mixed_conventions_fail' depends on axioms: [propext, Classical.choice, Quot.sound]
```
